# Wide flat band: hybridization −iΓ and a Lorentzian spectrum for a noninteracting impurity

## Replacing the bath by a constant

In a calculation for an impurity level coupled to a metal, the energy-dependent hybridization function is often replaced by a single imaginary number, −iΓ. The bath then enters the impurity Green function only as a level broadening. For a band with constant density of states and constant coupling between −D and D, this replacement becomes exact as D → ∞, at every fixed frequency above the real axis.

Let the band have constant density of states ρ between −D and D, and let a real amplitude V couple each band state to an impurity level at energy ε. At complex frequency z = w + iη, with w real and η > 0, the hybridization function is

Δ(z) = ∫ from −D to D of ρV²/(z − x) dx.

Without interactions on the impurity, its Green function and spectrum are

G(z) = 1/(z − ε − Δ(z)), A(z) = −Im G(z)/π.

The hybridization strength is Γ = πρV². As D grows, ρ and V stay fixed, so the number of band states grows with D while the coupling per unit energy does not change.

## The band integral

The number −i(z − x) = η − i(w − x) has positive real part for every real x. The principal logarithm is therefore smooth along the whole path, and

d/dx [−log(−i(z − x))] = −i/(−i(z − x)) = 1/(z − x).

Hence, at finite D,

∫ from −D to D of dx/(z − x) = log(−i(z + D)) − log(−i(z − D)).

For D > 0, take the factor D out of each argument:

log(−i(z + D)) = log D + log(−i(z/D + 1)),
log(−i(z − D)) = log D + log(−i(z/D − 1)).

The log D terms cancel. As D → ∞, z/D → 0 and the difference tends to

log(−i) − log(i) = −iπ/2 − iπ/2 = −iπ.

Multiplication by ρV² gives Δ(z) → −iΓ.

## The Lorentzian level

With this limit the denominator of G becomes (w − ε) + i(Γ + η). It is nonzero, since Γ + η > 0, so the limit passes through the inverse:

A(w + iη) → (1/π)(Γ + η)/((w − ε)² + (Γ + η)²).

This is a Lorentzian of half-width Γ + η. Letting η → 0+ afterwards leaves half-width Γ.

Write L(w) = γ/(π((w − ε)² + γ²)) with γ > 0. Its peak value is 1/(πγ), and L(w) is half of this exactly when (w − ε)² + γ² = 2γ², that is, when |w − ε| = γ. So γ is the half-width at half maximum.

Since arctan((w − ε)/γ)/π has derivative L(w), the weight between a and b is

[arctan((b − ε)/γ) − arctan((a − ε)/γ)]/π.

As a → −∞ the second arctangent tends to −π/2, so the weight below μ is

1/2 + arctan((μ − ε)/γ)/π.

With γ = Γ this is the zero-temperature occupation per spin of the noninteracting wide-band level at chemical potential μ, a reference value for an impurity solver run with the interaction switched off, in the limit of a wide flat band and low temperature.

## How the Lean statements express the model

`hybridization ρ V D z` is the integral over the finite band, and `Gam ρ V` is Γ. `impurityGreen` and `impuritySpectrum` are G and A, evaluated at a complex frequency. The formula for G is taken as a definition and is not derived from a Hamiltonian. Frequencies and energies share the same units (ħ = 1), and the upper half-plane selects the retarded function.

`Tendsto ... atTop (𝓝 ...)` expresses the limit D → ∞, and `𝓝[>] 0` expresses η → 0 from above. The hybridization limit holds for all real ρ and V. The spectral theorem assumes `0 < ρ` and `V ≠ 0`: there are band states and the impurity couples to them, which makes Γ positive.

`impuritySpectrum_wide_band` has two parts. The first sends D to infinity at fixed η > 0; the second sends η to zero in the resulting Lorentzian. The opposite order is not treated, and the limits are taken separately at each w. The weight and filling theorems concern the limiting Lorentzian, not the occupation at finite D. On-site repulsion and structured bands are absent from the model.

## The Lean file

```lean
import Mathlib

open Filter Topology
open scoped Real

namespace AndersonWideBand

noncomputable section

/-- Hybridization function of an impurity coupled with amplitude `V` to a flat band
of density of states `ρ` on `[-D, D]`, at complex frequency `z`. -/
def hybridization (ρ V D : ℝ) (z : ℂ) : ℂ :=
  ∫ x in (-D)..D, ((ρ : ℂ) * (V : ℂ) ^ 2) / (z - (x : ℂ))

/-- The hybridization strength `Γ = π ρ V²`. -/
def Gam (ρ V : ℝ) : ℝ := π * ρ * V ^ 2

/-- Green function of a noninteracting impurity level `ε` coupled to the flat band. -/
def impurityGreen (ε ρ V D : ℝ) (z : ℂ) : ℂ :=
  (z - (ε : ℂ) - hybridization ρ V D z)⁻¹

/-- Impurity spectral function `-Im G / π`. -/
def impuritySpectrum (ε ρ V D : ℝ) (z : ℂ) : ℝ :=
  -(impurityGreen ε ρ V D z).im / π

/-- The Lorentzian centred at `ε` with width parameter `γ`. -/
def lorentzian (ε γ w : ℝ) : ℝ := γ / (π * ((w - ε) ^ 2 + γ ^ 2))

/-- Exact band integral of `1/(z - x)` at finite cutoff, for `z` in the upper half-plane. -/
theorem band_integral {z : ℂ} (hz : 0 < z.im) (D : ℝ) :
    ∫ x in (-D)..D, 1 / (z - (x : ℂ)) =
      Complex.log (-Complex.I * (z + D)) - Complex.log (-Complex.I * (z - D)) := by
  have hne : ∀ x : ℝ, z - (x : ℂ) ≠ 0 := by
    intro x h
    have h' := congrArg Complex.im h
    simp at h'
    linarith
  -- the rotated logarithm never meets its branch cut
  have hder : ∀ x : ℝ, HasDerivAt
      (fun y : ℝ => -Complex.log (-Complex.I * (z - (y : ℂ)))) (1 / (z - (x : ℂ))) x := by
    intro x
    have h0 : HasDerivAt (fun y : ℝ => (y : ℂ)) 1 x := by
      simpa using (hasDerivAt_id x).ofReal_comp
    have h1 : HasDerivAt (fun y : ℝ => -Complex.I * (z - (y : ℂ))) (-Complex.I * -1) x :=
      (h0.const_sub z).const_mul (-Complex.I)
    have hs : -Complex.I * (z - (x : ℂ)) ∈ Complex.slitPlane :=
      Complex.mem_slitPlane_iff.mpr (Or.inl (by simpa using hz))
    refine (h1.clog_real hs).fun_neg.congr_deriv ?_
    show -(-Complex.I * -1 / (-Complex.I * (z - (x : ℂ)))) = 1 / (z - (x : ℂ))
    rw [mul_div_mul_left _ _ (neg_ne_zero.mpr Complex.I_ne_zero), neg_div, neg_neg]
  have hcont : Continuous (fun x : ℝ => 1 / (z - (x : ℂ))) :=
    continuous_const.div (continuous_const.sub Complex.continuous_ofReal) hne
  rw [intervalIntegral.integral_eq_sub_of_hasDerivAt (fun x _ => hder x)
    (hcont.intervalIntegrable _ _)]
  simp only [Complex.ofReal_neg, sub_neg_eq_add]
  ring

/-- For every `z` in the upper half-plane the band integral of `1/(z - x)` tends to `-iπ`
as the band edges go to infinity. -/
theorem band_integral_tendsto {z : ℂ} (hz : 0 < z.im) :
    Tendsto (fun D : ℝ => ∫ x in (-D)..D, 1 / (z - (x : ℂ))) atTop
      (𝓝 (-(Complex.I * π))) := by
  have h1 : Tendsto (fun D : ℝ => ((D⁻¹ : ℝ) : ℂ)) atTop (𝓝 ((0 : ℝ) : ℂ)) :=
    (Complex.continuous_ofReal.tendsto 0).comp tendsto_inv_atTop_zero
  have h2 := h1.const_mul z
  rw [Complex.ofReal_zero, mul_zero] at h2
  have hp := (h2.add_const 1).const_mul (-Complex.I)
  have hm := (h2.sub_const 1).const_mul (-Complex.I)
  rw [zero_add, mul_one] at hp
  rw [show -Complex.I * ((0 : ℂ) - 1) = Complex.I by ring] at hm
  have h5 := (hp.clog (by simp [Complex.mem_slitPlane_iff])).sub
    (hm.clog (by simp [Complex.mem_slitPlane_iff]))
  rw [Complex.log_neg_I, Complex.log_I,
    show -((π : ℂ) / 2) * Complex.I - (π : ℂ) / 2 * Complex.I = -(Complex.I * π) by ring] at h5
  refine h5.congr' ?_
  filter_upwards [eventually_gt_atTop (0 : ℝ)] with D hD
  rw [band_integral hz]
  -- pull the cutoff out of both logarithms, where it cancels
  have hD' : (D : ℂ) * ((D⁻¹ : ℝ) : ℂ) = 1 := by
    rw [← Complex.ofReal_mul, mul_inv_cancel₀ hD.ne', Complex.ofReal_one]
  have e1 : -Complex.I * (z + D) = (D : ℂ) * (-Complex.I * (z * ((D⁻¹ : ℝ) : ℂ) + 1)) := by
    linear_combination (Complex.I * z) * hD'
  have e2 : -Complex.I * (z - D) = (D : ℂ) * (-Complex.I * (z * ((D⁻¹ : ℝ) : ℂ) - 1)) := by
    linear_combination (Complex.I * z) * hD'
  have n1 : -Complex.I * (z * ((D⁻¹ : ℝ) : ℂ) + 1) ≠ 0 := by
    intro h
    rw [h, mul_zero] at e1
    have h' := congrArg Complex.re e1
    simp at h'
    linarith
  have n2 : -Complex.I * (z * ((D⁻¹ : ℝ) : ℂ) - 1) ≠ 0 := by
    intro h
    rw [h, mul_zero] at e2
    have h' := congrArg Complex.re e2
    simp at h'
    linarith
  rw [e1, e2, Complex.log_ofReal_mul hD n1, Complex.log_ofReal_mul hD n2]
  ring

/-- In the wide-band limit the hybridization function equals `-iΓ` at every frequency
in the upper half-plane. -/
theorem hybridization_tendsto (ρ V : ℝ) {z : ℂ} (hz : 0 < z.im) :
    Tendsto (fun D => hybridization ρ V D z) atTop (𝓝 (-(Complex.I * (Gam ρ V : ℂ)))) := by
  have h := (band_integral_tendsto hz).const_mul ((ρ : ℂ) * (V : ℂ) ^ 2)
  have e : (ρ : ℂ) * (V : ℂ) ^ 2 * -(Complex.I * π) = -(Complex.I * (Gam ρ V : ℂ)) := by
    unfold Gam
    push_cast
    ring
  rw [e] at h
  refine h.congr (fun D => ?_)
  unfold hybridization
  rw [← intervalIntegral.integral_const_mul]
  simp only [mul_one_div]

/-- Wide-band impurity spectrum: at distance `η` above the real axis it tends to a Lorentzian of
half-width `Γ + η` as `D → ∞`, and this tends to the Lorentzian of half-width `Γ` as `η → 0+`. -/
theorem impuritySpectrum_wide_band (ε w : ℝ) {ρ V : ℝ} (hρ : 0 < ρ) (hV : V ≠ 0) :
    (∀ η : ℝ, 0 < η → Tendsto
      (fun D => impuritySpectrum ε ρ V D ((w : ℂ) + (η : ℂ) * Complex.I)) atTop
      (𝓝 (lorentzian ε (Gam ρ V + η) w))) ∧
    Tendsto (fun η => lorentzian ε (Gam ρ V + η) w) (𝓝[>] 0)
      (𝓝 (lorentzian ε (Gam ρ V) w)) := by
  have hΓ : 0 < Gam ρ V := by
    unfold Gam
    positivity
  constructor
  · intro η hη
    have hz : 0 < ((w : ℂ) + (η : ℂ) * Complex.I).im := by simpa using hη
    have h := (hybridization_tendsto ρ V hz).const_sub
      ((w : ℂ) + (η : ℂ) * Complex.I - (ε : ℂ))
    -- the limiting denominator is (w - ε) + i(Γ + η)
    have e : (w : ℂ) + (η : ℂ) * Complex.I - (ε : ℂ) - -(Complex.I * (Gam ρ V : ℂ)) =
        ((w - ε : ℝ) : ℂ) + ((Gam ρ V + η : ℝ) : ℂ) * Complex.I := by
      push_cast
      ring
    rw [e] at h
    have hre : (((w - ε : ℝ) : ℂ) + ((Gam ρ V + η : ℝ) : ℂ) * Complex.I).re = w - ε := by
      simp
    have him : (((w - ε : ℝ) : ℂ) + ((Gam ρ V + η : ℝ) : ℂ) * Complex.I).im
        = Gam ρ V + η := by
      simp
    have hne : ((w - ε : ℝ) : ℂ) + ((Gam ρ V + η : ℝ) : ℂ) * Complex.I ≠ 0 := by
      intro h0
      rw [h0, Complex.zero_im] at him
      linarith
    have hA := (((Complex.continuous_im.tendsto _).comp (h.inv₀ hne)).neg).div_const π
    have hval : -((((w - ε : ℝ) : ℂ) + ((Gam ρ V + η : ℝ) : ℂ) * Complex.I)⁻¹).im / π
        = lorentzian ε (Gam ρ V + η) w := by
      rw [Complex.inv_im, Complex.normSq_apply, him, hre]
      unfold lorentzian
      simp only [neg_div, neg_neg, div_div]
      congr 1
      ring
    rw [hval] at hA
    exact hA
  · have hd : π * ((w - ε) ^ 2 + (Gam ρ V + 0) ^ 2) ≠ 0 := by positivity
    have hc : ContinuousAt (fun η => lorentzian ε (Gam ρ V + η) w) 0 := by
      unfold lorentzian
      exact ContinuousAt.div (by fun_prop) (by fun_prop) hd
    have h := hc.tendsto.mono_left (nhdsWithin_le_nhds (s := Set.Ioi (0 : ℝ)))
    simp only [add_zero] at h
    exact h

/-- The Lorentzian takes half of its value at the centre exactly at distance `γ` from it. -/
theorem lorentzian_half_width (ε w : ℝ) {γ : ℝ} (hγ : 0 < γ) :
    lorentzian ε γ w = lorentzian ε γ ε / 2 ↔ |w - ε| = γ := by
  unfold lorentzian
  rw [sub_self, div_div, div_eq_div_iff (by positivity) (by positivity)]
  constructor
  · intro h
    have h1 : (γ * π) * ((w - ε) ^ 2 - γ ^ 2) = 0 := by linear_combination -h
    have h2 := (mul_eq_zero.mp h1).resolve_left (by positivity)
    have h3 := (sq_eq_sq_iff_abs_eq_abs _ _).mp (sub_eq_zero.mp h2)
    rwa [abs_of_pos hγ] at h3
  · intro h
    have h2 : (w - ε) ^ 2 = γ ^ 2 := by rw [← sq_abs, h]
    linear_combination (-γ * π) * h2

/-- Spectral weight of the Lorentzian between the frequencies `a` and `b`. -/
theorem lorentzian_weight (ε a b : ℝ) {γ : ℝ} (hγ : 0 < γ) :
    ∫ w in a..b, lorentzian ε γ w =
      (Real.arctan ((b - ε) / γ) - Real.arctan ((a - ε) / γ)) / π := by
  have hder : ∀ x : ℝ, HasDerivAt (fun y => Real.arctan ((y - ε) / γ) / π)
      (lorentzian ε γ x) x := by
    intro x
    have h1 : HasDerivAt (fun y : ℝ => (y - ε) / γ) (1 / γ) x :=
      ((hasDerivAt_id x).sub_const ε).div_const γ
    refine (h1.arctan.div_const π).congr_deriv ?_
    show 1 / (1 + ((x - ε) / γ) ^ 2) * (1 / γ) / π = γ / (π * ((x - ε) ^ 2 + γ ^ 2))
    have hS : (x - ε) ^ 2 + γ ^ 2 ≠ 0 := by positivity
    have e : 1 + ((x - ε) / γ) ^ 2 = ((x - ε) ^ 2 + γ ^ 2) / γ ^ 2 := by
      field_simp
      ring
    rw [e]
    field_simp
  have hcont : Continuous (lorentzian ε γ) := by
    unfold lorentzian
    exact Continuous.div (by fun_prop) (by fun_prop) (fun x => by positivity)
  rw [intervalIntegral.integral_eq_sub_of_hasDerivAt (fun x _ => hder x)
    (hcont.intervalIntegrable _ _)]
  ring

/-- The total Lorentzian weight below the level `μ` is `1/2 + arctan((μ - ε)/γ)/π`. -/
theorem lorentzian_filling (ε μ : ℝ) {γ : ℝ} (hγ : 0 < γ) :
    Tendsto (fun a => ∫ w in a..μ, lorentzian ε γ w) atBot
      (𝓝 (1 / 2 + Real.arctan ((μ - ε) / γ) / π)) := by
  have h1 : Tendsto (fun a : ℝ => (a - ε) / γ) atBot atBot := by
    simpa [sub_eq_add_neg] using
      (tendsto_atBot_add_const_right atBot (-ε) tendsto_id).atBot_div_const hγ
  have h2 := (Real.tendsto_arctan_atBot.mono_right nhdsWithin_le_nhds).comp h1
  have h3 := (h2.const_sub (Real.arctan ((μ - ε) / γ))).div_const π
  have e : (Real.arctan ((μ - ε) / γ) - -(π / 2)) / π
      = 1 / 2 + Real.arctan ((μ - ε) / γ) / π := by
    have hπ := Real.pi_ne_zero
    field_simp
    ring
  rw [e] at h3
  exact h3.congr (fun a => (lorentzian_weight ε a μ hγ).symm)

end

end AndersonWideBand
```

```lean
#print axioms AndersonWideBand.impuritySpectrum_wide_band
#print axioms AndersonWideBand.lorentzian_half_width
#print axioms AndersonWideBand.lorentzian_filling
```

```
'AndersonWideBand.impuritySpectrum_wide_band' depends on axioms: [propext, Classical.choice, Quot.sound]
'AndersonWideBand.lorentzian_half_width' depends on axioms: [propext, Classical.choice, Quot.sound]
'AndersonWideBand.lorentzian_filling' depends on axioms: [propext, Classical.choice, Quot.sound]
```

## How the proofs follow the calculation

`band_integral` proves the finite-band formula. Its step `hder` differentiates the rotated logarithm, with `hs` placing the argument in `Complex.slitPlane`, the plane without the branch cut. The fundamental theorem of calculus then evaluates the integral at the band edges.

`band_integral_tendsto` first finds the limits of the two rescaled logarithms, using continuity at −i and i. It then shows that their difference equals the band integral for D > 0. The identities `e1` and `e2` extract D from the arguments, while `n1` and `n2` show that the remaining factors are nonzero, as splitting the logarithm requires. If either factor vanished, −i(z ± D) would be zero, although its real part is Im z > 0.

`hybridization_tendsto` multiplies this limit by ρV² and moves the constant inside the integral.

In `impuritySpectrum_wide_band`, `e` writes the limiting denominator as (w − ε) + i(Γ + η), and `hne` shows from its imaginary part that it is nonzero. Continuity of the inverse and of the imaginary part gives the limit, which `hval` identifies as the Lorentzian. The second part uses continuity in η at zero, restricted to positive η.

`lorentzian_half_width` clears denominators and reduces the half-height condition to γπ((w − ε)² − γ²) = 0. `lorentzian_weight` differentiates the arctangent and applies the fundamental theorem again. `lorentzian_filling` sends the lower endpoint of that formula to −∞.
